# The matrix $\not{p}-m$ is invertible exactly off the mass shell, with inverse $(\not{p}+m)/(p^2-m^2)$

A: For a real four-vector $p$, a mass $m$ and the Dirac matrices in the Dirac representation, $\det(\not{p}-m)=(p^2-m^2)^2$. So $\not{p}-m$ has an inverse exactly when $p^2\neq m^2$, and the inverse is then $(\not{p}+m)/(p^2-m^2)$. This is the matrix part of the electron propagator in tree-level QED, for a free electron line without loop corrections.

Q: Before any Lean, show me the derivation.

A: Set $\hbar=c=1$. I write $p_0,\dots,p_3$ for the contravariant components, which textbooks give upper indices, so that $p^2$ always means $p_0^2-p_1^2-p_2^2-p_3^2$. Let $S_p=p_1\sigma_1+p_2\sigma_2+p_3\sigma_3$, with $\sigma_i$ the Pauli matrices. In $2\times2$ blocks,
$$\not{p}=p_0\gamma^0-p_1\gamma^1-p_2\gamma^2-p_3\gamma^3=\begin{pmatrix}p_0&-S_p\\ S_p&-p_0\end{pmatrix}.$$
For a second four-vector $q$, multiplication gives
$$\not{p}\not{q}=\begin{pmatrix}p_0q_0-S_pS_q&q_0S_p-p_0S_q\\ q_0S_p-p_0S_q&p_0q_0-S_pS_q\end{pmatrix}.$$
Add the same product with $p$ and $q$ exchanged. The off-diagonal blocks cancel, and $S_pS_q+S_qS_p=2(p_1q_1+p_2q_2+p_3q_3)$, so $\not{p}\not{q}+\not{q}\not{p}=2\,p\cdot q$. Setting $q=p$ gives $\not{p}^2=p^2$, hence
$$(\not{p}-m)(\not{p}+m)=\not{p}^2+m\not{p}-m\not{p}-m^2=p^2-m^2.$$
If $p^2\neq m^2$, dividing by the right-hand side gives the inverse.

Q: That gives invertibility off the shell. What about failure on it?

A: That comes from the determinant. Put $a=p_0-m$ and $b=-p_0-m$. The lower blocks $S_p$ and $b$ of $\not{p}-m$ commute, so the determinant is that of the $2\times2$ matrix $ab+S_p^2$. Now $ab=m^2-p_0^2$ and $S_p^2=p_1^2+p_2^2+p_3^2$, so this matrix is $(m^2-p^2)$ times the identity, and its determinant is $(m^2-p^2)^2=(p^2-m^2)^2$. It vanishes exactly on the shell.

Q: Which matrices does the Lean file use?

A: It writes them out, with `gamma 0` to `gamma 3` standing for $\gamma^0$ to $\gamma^3$.

```lean
import Mathlib

open Matrix

namespace DiracPropagator

noncomputable section

/-- The four Dirac matrices `γ⁰, γ¹, γ², γ³` in the Dirac representation. -/
def gamma : Fin 4 → Matrix (Fin 4) (Fin 4) ℂ :=
  ![!![1, 0, 0, 0; 0, 1, 0, 0; 0, 0, -1, 0; 0, 0, 0, -1],
    !![0, 0, 0, 1; 0, 0, 1, 0; 0, -1, 0, 0; -1, 0, 0, 0],
    !![0, 0, 0, -Complex.I; 0, 0, Complex.I, 0; 0, Complex.I, 0, 0; -Complex.I, 0, 0, 0],
    !![0, 0, 1, 0; 0, 0, 0, -1; -1, 0, 0, 0; 0, 1, 0, 0]]
```

Q: Physics shouldn't depend on a representation. Why not assume only the Clifford relation?

A: That would be another sound model: any four $4\times4$ complex matrices with $\gamma^\mu\gamma^\nu+\gamma^\nu\gamma^\mu=2g^{\mu\nu}$, where $g$ is the metric. The result would then be independent of the representation, and the product formula would keep its short proof. The Clifford relation would become a hypothesis, however, and the determinant would need a different argument, since there would be no entries to expand. Here the relation is proved for definite matrices.

Q: And the metric?

A: The signature is $(+,-,-,-)$. A four-vector is a function `Fin 4 → ℝ`, and `mink p q` is $p\cdot q$.

```lean
/-- The Minkowski product `p·q` with signature `(+,-,-,-)`. -/
def mink (p q : Fin 4 → ℝ) : ℝ :=
  p 0 * q 0 - p 1 * q 1 - p 2 * q 2 - p 3 * q 3
```

The contraction $\not{p}$ is `slash p`, with the real components read as complex numbers.

```lean
/-- The Feynman slash: the four-vector `p` contracted with the Dirac matrices. -/
def slash (p : Fin 4 → ℝ) : Matrix (Fin 4) (Fin 4) ℂ :=
  (p 0 : ℂ) • gamma 0 - (p 1 : ℂ) • gamma 1 - (p 2 : ℂ) • gamma 2 - (p 3 : ℂ) • gamma 3
```

Q: "Dirac operator" usually means a differential operator.

A: Here `diracOp p m` is its momentum-space form at one fixed $p$, a $4\times4$ matrix. The term `m • 1` is the mass times the identity. The type of `m` is ℂ, which includes real masses and leaves room for the Feynman prescription.

```lean
/-- The Dirac operator in momentum space, `pslash - m`. -/
def diracOp (p : Fin 4 → ℝ) (m : ℂ) : Matrix (Fin 4) (Fin 4) ℂ :=
  slash p - m • 1
```

The name `propagator` also needs a caution: it leaves out the conventional factor $i$.

```lean
/-- The matrix part of the Dirac propagator, `(pslash + m) / (p² - m²)`, for `p² ≠ m²`. -/
def propagator (p : Fin 4 → ℝ) (m : ℂ) : Matrix (Fin 4) (Fin 4) ℂ :=
  ((mink p p : ℂ) - m ^ 2)⁻¹ • (slash p + m • 1)
```

Q: Lean lets you divide by zero. Could that make the inverse formula hold vacuously on the shell?

A: No. There `propagator` is the zero matrix, and the theorem claims an inverse only under $p^2\neq m^2$.

Q: Then take me through the proof.

A: First come the entries of $\not{p}$, the block matrix above written out. Lean runs through all sixteen positions and simplifies each.

```lean
/-- The entries of `pslash` in the Dirac representation. -/
theorem slash_eq (p : Fin 4 → ℝ) :
    slash p = !![(p 0 : ℂ), 0, -(p 3 : ℂ), -(p 1 - p 2 * Complex.I);
                 0, (p 0 : ℂ), -(p 1 + p 2 * Complex.I), (p 3 : ℂ);
                 (p 3 : ℂ), p 1 - p 2 * Complex.I, -(p 0 : ℂ), 0;
                 p 1 + p 2 * Complex.I, -(p 3 : ℂ), 0, -(p 0 : ℂ)] := by
  ext i j
  fin_cases i <;> fin_cases j <;> simp [slash, gamma] <;> ring
```

The contracted Clifford relation is also checked entry by entry. Off the diagonal, ordinary algebra is enough. On the diagonal the products of the $p_2$ and $q_2$ terms contain $i^2$, and `linear_combination` supplies $i^2=-1$.

```lean
/-- The Clifford relation contracted with two four-vectors:
`pslash qslash + qslash pslash = 2 p·q`. -/
theorem slash_anticomm (p q : Fin 4 → ℝ) :
    slash p * slash q + slash q * slash p = (2 * (mink p q : ℂ)) • 1 := by
  rw [slash_eq, slash_eq]
  -- only the diagonal entries need `I² = -1`
  ext i j
  fin_cases i <;> fin_cases j <;>
    simp [mink] <;>
    first
      | ring1
      | linear_combination (2 * (p 2 : ℂ) * (q 2 : ℂ)) * Complex.I_sq
```

For the product formula, `hsq` is $\not{p}^2=p^2$, obtained by halving the previous relation at $q=p$. The rest expands the brackets, and `module` cancels the cross terms $\pm m\not{p}$.

```lean
/-- The Dirac operator times its mass-reversed partner is a number:
`(pslash - m)(pslash + m) = p² - m²`. -/
theorem diracOp_mul (p : Fin 4 → ℝ) (m : ℂ) :
    diracOp p m * (slash p + m • 1) = ((mink p p : ℂ) - m ^ 2) • 1 := by
  have hsq : slash p * slash p = (mink p p : ℂ) • 1 := by
    have h := slash_anticomm p p
    linear_combination (norm := module) (1 / 2 : ℂ) • h
  simp only [diracOp, sub_mul, mul_add, smul_mul_assoc, mul_smul_comm, one_mul, mul_one]
  rw [hsq]
  module
```

Q: Does Lean use your block argument for the determinant?

A: It uses the pattern but not the block formula. The lemma `det_pattern` treats a general matrix of this shape, expands along the first row into $3\times3$ minors, and lets `ring` recognise the square.

```lean
/-- The determinant of a matrix with the block pattern of the Dirac operator. -/
theorem det_pattern (a b z w v : ℂ) :
    Matrix.det !![a, 0, -z, -v; 0, a, -w, z; z, v, b, 0; w, -z, 0, b]
      = (a * b + z ^ 2 + w * v) ^ 2 := by
  rw [Matrix.det_succ_row_zero]
  simp [Fin.sum_univ_succ, Matrix.det_fin_three, Fin.succAbove]
  ring
```

Then $a$ and $b$ take the values above, with $z=p_3$, $w=p_1+ip_2$ and $v=p_1-ip_2$. The step `hb` says that the squared quantity $ab+z^2+wv$ equals $-(p^2-m^2)$, and the sign disappears on squaring.

```lean
/-- The determinant of the Dirac operator: `det (pslash - m) = (p² - m²)²`. -/
theorem det_diracOp (p : Fin 4 → ℝ) (m : ℂ) :
    (diracOp p m).det = ((mink p p : ℂ) - m ^ 2) ^ 2 := by
  have h : diracOp p m =
      !![(p 0 : ℂ) - m, 0, -(p 3 : ℂ), -(p 1 - p 2 * Complex.I);
         0, (p 0 : ℂ) - m, -(p 1 + p 2 * Complex.I), (p 3 : ℂ);
         (p 3 : ℂ), p 1 - p 2 * Complex.I, -(p 0 : ℂ) - m, 0;
         p 1 + p 2 * Complex.I, -(p 3 : ℂ), 0, -(p 0 : ℂ) - m] := by
    rw [diracOp, slash_eq]
    ext i j
    fin_cases i <;> fin_cases j <;> simp
  -- the quantity that is squared equals `m² - p²`
  have hb : ((p 0 : ℂ) - m) * (-(p 0 : ℂ) - m) + (p 3 : ℂ) ^ 2
      + (p 1 + p 2 * Complex.I) * (p 1 - p 2 * Complex.I) = -((mink p p : ℂ) - m ^ 2) := by
    simp only [mink, Complex.ofReal_sub, Complex.ofReal_mul]
    linear_combination (-(p 2 : ℂ) ^ 2) * Complex.I_sq
  rw [h, det_pattern, hb, neg_sq]
```

Q: So what exactly does the main theorem say?

A: It has two parts. `IsUnit (diracOp p m)` means that the matrix has a two-sided inverse, and this holds if and only if $p^2\neq m^2$. Under that same condition, `propagator p m` multiplies `diracOp p m` to the identity from either side. The first part follows from the determinant, since a complex matrix is invertible exactly when its determinant is nonzero. The second divides the product formula by $p^2-m^2$, and `mul_eq_one_comm` gives the other order, because a one-sided inverse of a square matrix is two-sided.

```lean
/-- The Dirac operator `pslash - m` is invertible exactly when `p² ≠ m²`, and
`(pslash + m) / (p² - m²)` is then its two-sided inverse. -/
theorem dirac_propagator (p : Fin 4 → ℝ) (m : ℂ) :
    (IsUnit (diracOp p m) ↔ (mink p p : ℂ) ≠ m ^ 2) ∧
    ((mink p p : ℂ) ≠ m ^ 2 →
      diracOp p m * propagator p m = 1 ∧ propagator p m * diracOp p m = 1) := by
  constructor
  · rw [Matrix.isUnit_iff_isUnit_det, isUnit_iff_ne_zero, det_diracOp,
      pow_ne_zero_iff two_ne_zero, sub_ne_zero]
  · intro h
    have hr : diracOp p m * propagator p m = 1 := by
      rw [propagator, mul_smul_comm, diracOp_mul, smul_smul,
        inv_mul_cancel₀ (sub_ne_zero.mpr h), one_smul]
    exact ⟨hr, mul_eq_one_comm.mp hr⟩
```

Q: Where would I meet this in a calculation?

A: In Compton scattering, for example. In one of its two tree-level diagrams, an electron with momentum $p$, $p^2=m^2$, first absorbs the incoming photon, with momentum $k$, $k^2=0$. The internal line carries $p+k$, and $(p+k)^2-m^2=2\,p\cdot k$. Its matrix is therefore
$$\frac{\not{p}+\not{k}+m}{2\,p\cdot k}.$$
In the rest frame of the incoming electron the denominator is $2m\omega$, with $\omega$ the photon energy. It is nonzero for $m,\omega>0$, so the internal line is off shell and the inverse exists.

Q: And the external electrons, which are on shell?

A: For them the loss of invertibility is what is needed: $(\not{p}-m)u=0$ has a nonzero spinor solution $u$ exactly when $p^2=m^2$. In Lean, `*ᵥ` is a matrix acting on a column vector. The proof combines the determinant with the fact that a square matrix has a nonzero kernel vector exactly when its determinant vanishes. The condition involves only $p^2$, so both signs of $p_0$ are included.

```lean
/-- The momentum-space Dirac equation `(pslash - m) u = 0` has a nonzero spinor solution
exactly when `p² = m²`. -/
theorem exists_spinor_iff (p : Fin 4 → ℝ) (m : ℂ) :
    (∃ u : Fin 4 → ℂ, u ≠ 0 ∧ diracOp p m *ᵥ u = 0) ↔ (mink p p : ℂ) = m ^ 2 := by
  rw [Matrix.exists_mulVec_eq_zero_iff, det_diracOp, pow_eq_zero_iff two_ne_zero, sub_eq_zero]
```

Q: My main doubt remains. A propagator gets integrated over all $p$, straight through the shell, and there your inverse doesn't exist.

A: For that one gives the mass a small imaginary part, which moves the poles off the real $p_0$ axis. The last theorem takes a complex mass $\mu$ with $\mu^2=m^2-i\varepsilon$ and real $\varepsilon\neq0$. Then $p^2-\mu^2=p^2-m^2+i\varepsilon$ has imaginary part $\varepsilon$ and never vanishes; this is the step `hne`. The product formula at mass $\mu$ then gives the inverse for every real $p$.

```lean
/-- Feynman prescription at finite `ε ≠ 0`: if the complex mass `μ` satisfies `μ² = m² - iε`,
then for every real `p` the matrix `(pslash + μ) / (p² - m² + iε)` inverts `pslash - μ`. -/
theorem feynman_propagator (p : Fin 4 → ℝ) (m ε : ℝ) (μ : ℂ) (hε : ε ≠ 0)
    (hμ : μ ^ 2 = (m : ℂ) ^ 2 - Complex.I * ε) :
    diracOp p μ * (((mink p p : ℂ) - (m : ℂ) ^ 2 + Complex.I * ε)⁻¹ • (slash p + μ • 1)) = 1 := by
  -- the denominator has imaginary part `ε`, so it never vanishes
  have hne : (mink p p : ℂ) - (m : ℂ) ^ 2 + Complex.I * ε ≠ 0 := by
    intro h
    apply hε
    have him := congrArg Complex.im h
    simpa [← Complex.ofReal_pow] using him
  have hd : (mink p p : ℂ) - μ ^ 2 = (mink p p : ℂ) - (m : ℂ) ^ 2 + Complex.I * ε := by
    rw [hμ]
    ring
  rw [mul_smul_comm, diracOp_mul, hd, smul_smul, inv_mul_cancel₀ hne, one_smul]

end

end DiracPropagator
```

Q: Textbooks have $m$ in the numerator, and $\varepsilon>0$.

A: The numerator here contains $\mu$, which makes the inverse exact at finite $\varepsilon$. With the root that tends to $m$, the two numerators agree as $\varepsilon\to0$. The theorem allows either sign of $\varepsilon$; Feynman's choice is the positive one.

Q: Then is this the propagator of the electron field?

A: It is the matrix under the integral. One step separates the two: integrating over $p$ with the factor $i\,e^{-ip\cdot x}/(2\pi)^4$, where $x$ is the spacetime separation, taking $\varepsilon\to0^+$, and identifying the result with the time-ordered two-point function of the free field. That step belongs to analysis and field theory, and the theorems here are matrix algebra at fixed $p$.

```lean
#print axioms DiracPropagator.dirac_propagator
#print axioms DiracPropagator.exists_spinor_iff
#print axioms DiracPropagator.feynman_propagator
```

```
'DiracPropagator.dirac_propagator' depends on axioms: [propext, Classical.choice, Quot.sound]
'DiracPropagator.exists_spinor_iff' depends on axioms: [propext, Classical.choice, Quot.sound]
'DiracPropagator.feynman_propagator' depends on axioms: [propext, Classical.choice, Quot.sound]
```
